# With fully occupied site orbitals and positive intersite interactions, the intersite Hubbard energy vanishes exactly when the orbitals are orthonormal

The theorem `intersiteEnergy_eq_zero_iff` concerns a finite family of normalised site orbitals bᵢ and the one-particle density operator P of a single determinant, taken to be Hermitian and idempotent. It assumes that every orbital is fully occupied, ⟨bᵢ, P bᵢ⟩ = 1, and that Vᵢⱼ > 0 for every pair of distinct sites. It states that the intersite energy −½ ∑ Vᵢⱼ |⟨bᵢ, P bⱼ⟩|², summed over ordered pairs with i ≠ j, is zero if and only if the bᵢ are orthonormal. The proof first shows that full occupation makes P fix each orbital, so that the occupation matrix equals the overlap matrix. If the energy is zero, each nonnegative term of the sum must vanish, and with it each overlap between distinct orbitals; conversely, orthonormality makes every term zero.

The failing Lean file:

```lean
import Mathlib

open Finset

namespace IntersiteEnergyEqZeroIff

noncomputable section

variable {H : Type*} [NormedAddCommGroup H] [InnerProductSpace ℂ H]
variable {ι : Type*} [Fintype ι] [DecidableEq ι]

/-- A one-particle density operator of a single determinant: Hermitian and idempotent. -/
def IsDensityProjector (P : H →ₗ[ℂ] H) : Prop :=
  P.IsSymmetric ∧ ∀ x, P (P x) = P x

/-- The generalized occupation matrix `n i j = ⟨b i, P (b j)⟩` of the site projectors `b`. -/
def occ {κ : Type*} (P : H →ₗ[ℂ] H) (b : κ → H) (i j : κ) : ℂ :=
  inner ℂ (b i) (P (b j))

/-- The intersite Hubbard energy `-(1/2) ∑ V i j |n i j|²`, summed over ordered pairs of distinct
sites. -/
def intersiteEnergy (V : ι → ι → ℝ) (n : ι → ι → ℂ) : ℝ :=
  -(1 / 2) * ∑ i, ∑ j ∈ univ.erase i, V i j * ‖n i j‖ ^ 2

/-- A normalized orbital has occupation one exactly when it lies in the range of the
density operator, that is, in the occupied space. -/
theorem occupation_eq_one_iff {P : H →ₗ[ℂ] H} (hP : IsDensityProjector P)
    {x : H} (hx : ‖x‖ = 1) : inner ℂ x (P x) = 1 ↔ x ∈ LinearMap.range P := by
  have hxx : inner ℂ x x = (1 : ℂ) := by
    rw [inner_self_eq_norm_sq_to_K, hx]
    simp
  constructor
  · intro h
    -- the component of x outside the occupied space has zero norm
    have h0 : inner ℂ (x - P x) (x - P x) = (0 : ℂ) := by
      rw [inner_sub_left, inner_sub_right, inner_sub_right, hP.1 x x, hP.1 x (P x),
        hP.2 x, hxx, h]
      ring
    exact ⟨x, (sub_eq_zero.1 (inner_self_eq_zero.1 h0)).symm⟩
  · rintro ⟨y, rfl⟩
    rw [hP.2 y]
    exact hxx

/-- If all normalized projectors are fully occupied, the occupation matrix is their bare
overlap matrix. -/
theorem occ_eq_overlap {κ : Type*} {P : H →ₗ[ℂ] H} (hP : IsDensityProjector P) {b : κ → H}
    (hb : ∀ i, ‖b i‖ = 1) (hfull : ∀ i, occ P b i i = 1) (i j : κ) :
    occ P b i j = inner ℂ (b i) (b j) := by
  obtain ⟨y, hy⟩ := (occupation_eq_one_iff hP (hb j)).1 (hfull j)
  have hfix : P (b j) = b j := by rw [← hy, hP.2 y]
  unfold occ
  rw [hfix]

/-- For fully occupied normalized projectors and positive intersite interactions, the
intersite energy vanishes if and only if the projectors are orthonormal. -/
theorem intersiteEnergy_eq_zero_iff {P : H →ₗ[ℂ] H} (hP : IsDensityProjector P) {b : ι → H}
    (hb : ∀ i, ‖b i‖ = 1) (hfull : ∀ i, occ P b i i = 1)
    {V : ι → ι → ℝ} (hV : ∀ i j, i ≠ j → 0 < V i j) :
    intersiteEnergy V (occ P b) = 0 ↔ Orthonormal ℂ b := by
  have hnn : ∀ i, ∀ j ∈ univ.erase i, 0 ≤ V i j * ‖occ P b i j‖ ^ 2 := fun i j hj =>
    mul_nonneg (hV i j (Finset.ne_of_mem_erase hj).symm).le (sq_nonneg _)
  constructor
  · intro h
    refine ⟨hb, fun i j hij => ?_⟩
    have hs : ∑ i, ∑ j ∈ univ.erase i, V i j * ‖occ P b i j‖ ^ 2 = 0 := by
      unfold intersiteEnergy at h
      linarith
    -- a vanishing sum of nonnegative pair energies vanishes pair by pair
    have h1 := (Finset.sum_eq_zero_iff_of_nonneg
      (fun i _ => Finset.sum_nonneg (hnn i))).1 hs i (mem_univ i)
    have h2 := (Finset.sum_eq_zero_iff_of_nonneg (hnn i)).1 h1 j
      (Finset.mem_erase.2 ⟨hij.symm, mem_univ j⟩)
    have h3 := (mul_eq_zero.1 h2).resolve_left (hV i j hij).ne'
    rw [← occ_eq_overlap hP hb hfull i j]
    exact norm_eq_zero.1 (pow_eq_zero_iff two_ne_zero |>.1 h3)
  · intro ho
    have hs : ∑ i, ∑ j ∈ univ.erase i, V i j * ‖occ P b i j‖ ^ 2 = 0 := by
      refine Finset.sum_eq_zero fun i _ => Finset.sum_eq_zero fun j hj => ?_
      rw [occ_eq_overlap hP hb hfull i j, ho.2 (Finset.ne_of_mem_erase hj).symm]
      simp
    unfold intersiteEnergy
    rw [hs, mul_zero]

end

end IntersiteEnergyEqZeroIff
```

Messages:

```
Main.lean:74:8: error: Tactic `rewrite` failed: Did not find an occurrence of the pattern
  inner ℂ (b i) (b j)
in the target expression
  (fun i j => inner ℂ (b i) (b j) = 0) i j

case mp
H : Type u_1
inst✝³ : NormedAddCommGroup H
inst✝² : InnerProductSpace ℂ H
ι : Type u_2
inst✝¹ : Fintype ι
inst✝ : DecidableEq ι
P : H →ₗ[ℂ] H
hP : IsDensityProjector P
b : ι → H
hb : ∀ (i : ι), ‖b i‖ = 1
hfull : ∀ (i : ι), occ P b i i = 1
V : ι → ι → ℝ
hV : ∀ (i j : ι), i ≠ j → 0 < V i j
hnn : ∀ (i j : ι), j ∈ univ.erase i → 0 ≤ V i j * ‖occ P b i j‖ ^ 2
h : intersiteEnergy V (occ P b) = 0
i j : ι
hij : i ≠ j
hs : ∑ i, ∑ j ∈ univ.erase i, V i j * ‖occ P b i j‖ ^ 2 = 0
h1 : ∑ i_1 ∈ univ.erase i, V i i_1 * ‖occ P b i i_1‖ ^ 2 = 0
h2 : V i j * ‖occ P b i j‖ ^ 2 = 0
h3 : ‖occ P b i j‖ ^ 2 = 0
⊢ (fun i j => inner ℂ (b i) (b j) = 0) i j
```

Cause. The error comes in the step from zero energy to orthonormality, after `h3` has already given `‖occ P b i j‖ ^ 2 = 0`. What remains is to show that the overlap of `b i` and `b j` is zero, but the goal is displayed as `(fun i j => inner ℂ (b i) (b j) = 0) i j`, a function not yet applied to its arguments. `rw` looks for the pattern `inner ℂ (b i) (b j)` with the particular `i` and `j` of the context. Inside the function the inner product contains bound variables instead, and `rw` does not evaluate the application before searching, so it finds no match.

The repair drops the rewrite and builds the equation directly. `(occ_eq_overlap hP hb hfull i j).symm` says that the overlap equals the occupation matrix element, and `.trans` joins this to the proof that the element is zero. `exact` accepts the result because it compares types up to definitional equality, which includes applying the function to `i` and `j`.

Replacing `|>.1` with parentheses and rewording the comment are mere tidying.

Lean accepts the file once it reads:

```diff
@@ -66,5 +66,5 @@
       unfold intersiteEnergy at h
       linarith
-    -- a vanishing sum of nonnegative pair energies vanishes pair by pair
+    -- a vanishing sum of nonnegative terms vanishes term by term
     have h1 := (Finset.sum_eq_zero_iff_of_nonneg
       (fun i _ => Finset.sum_nonneg (hnn i))).1 hs i (mem_univ i)
@@ -72,6 +72,6 @@
       (Finset.mem_erase.2 ⟨hij.symm, mem_univ j⟩)
     have h3 := (mul_eq_zero.1 h2).resolve_left (hV i j hij).ne'
-    rw [← occ_eq_overlap hP hb hfull i j]
-    exact norm_eq_zero.1 (pow_eq_zero_iff two_ne_zero |>.1 h3)
+    exact (occ_eq_overlap hP hb hfull i j).symm.trans
+      (norm_eq_zero.1 ((pow_eq_zero_iff two_ne_zero).1 h3))
   · intro ho
     have hs : ∑ i, ∑ j ∈ univ.erase i, V i j * ‖occ P b i j‖ ^ 2 = 0 := by
```
